# Flux-weighted contact injection: moments, tail formula and residence density

## Physical setting

The formal statement below compares the carriers entering a device through a contact with those injected carriers that are present next to it at a given instant, and it represents both by functions of velocity. Here no trajectories appear. An injection law is a function $f(v)$ of the velocity component $v > 0$ normal to the contact, and the population that the injected carriers form next to the contact is represented, up to a constant factor, by the function $f(v)/v$, called the residence density and introduced as a definition.

The definition is motivated by ballistic motion. If carriers enter at a steady rate $\Gamma$ per unit area with law $f$ and keep their velocity, each spends a time $L/v$ in a slab of thickness $L$. The slab then holds $\Gamma f(v)\,dv\,L/v$ carriers per unit area with velocity in $dv$, a volume density $\Gamma f(v)/v$ per unit velocity.

Let $s > 0$ be the thermal speed; for a parabolic band with effective mass $m$ at temperature $T$, $s^2 = k_B T/m$, with $k_B$ the Boltzmann constant. Define
$$B(v) = e^{-v^2/(2s^2)}, \qquad g(v) = \frac{v}{s^2}B(v), \qquad h(v) = \frac{2}{s\sqrt{2\pi}}B(v).$$
Here $g$ is the flux-weighted law and $h$ the half-Maxwellian. The result bears on the velocity drawn for a particle injected at a contact in a Monte Carlo device simulation, for non-degenerate carriers, one velocity component and collision-free, field-free motion near the contact.

## Statement

For every $s > 0$, the theorem `contact_injection` gives:

1. $g(v) \ge 0$ for $v > 0$, $\int_0^\infty g\,dv = 1$ and $\int_0^\infty v^2 g\,dv = 2s^2$.
2. For $0 < r \le 1$, the integral of $g$ over $v > s\sqrt{-2\ln r}$ equals $r$.
3. The mass $Z = \int_0^\infty (g/v)\,dv$ is positive, and $Z^{-1}\int_0^\infty v^2 (g/v)\,dv = s^2$.
4. $h(v)/v$ is not integrable on $(0,1)$.

The supporting theorems add that $Z = \sqrt{2\pi}/(2s)$ and $g(v)/(vZ) = h(v)$ for $v > 0$ (`residence_flux`), and that $\int_0^\infty h\,dv = 1$ while $h/v$ is not integrable on $(0,b)$ for any $b > 0$ (`halfMaxwell_residence`). With $s^2 = k_B T/m$, and injection law $g$, the mean of $mv^2/2$, the kinetic energy of the normal motion, is $k_B T$ over injected carriers and $k_B T/2$ over resident ones.

## Derivation

The chain rule gives $B' = -(v/s^2)B = -g$. With $u = v^2/(2s^2) \to \infty$, both $B = e^{-u}$ and $v^2 B = 2s^2 u e^{-u}$ tend to zero, and so does $vB$, since $0 \le vB \le v^2 B$ for $v \ge 1$.

For $a \ge 0$,
$$\int_a^\infty g\,dv = \big[-B\big]_a^\infty = B(a).$$
At $a = 0$ this is the normalisation. For $0 < r \le 1$ we have $-2\ln r \ge 0$, so $a = s\sqrt{-2\ln r}$ satisfies $a^2 = -2s^2\ln r$ and $B(a) = e^{\ln r} = r$.

For the second moment,
$$\frac{d}{dv}\Big[-(v^2 + 2s^2)B\Big] = -2vB + (v^2 + 2s^2)\frac{v}{s^2}B = \frac{v^3}{s^2}B = v^2 g.$$
The bracket vanishes at infinity and equals $-2s^2$ at zero, so $\int_0^\infty v^2 g\,dv = 2s^2$.

The Gaussian integral $\int_0^\infty e^{-\beta v^2}dv = \tfrac12\sqrt{\pi/\beta}$ with $\beta = 1/(2s^2)$ gives $\int_0^\infty B\,dv = s\sqrt{2\pi}/2$, hence $\int_0^\infty h\,dv = 1$. Next,
$$\frac{d}{dv}\big[-s^2 vB\big] = -s^2 B + v^2 B,$$
and $vB$ vanishes at both ends, so $\int_0^\infty v^2 B\,dv = s^2\int_0^\infty B\,dv$.

On $v > 0$ the factor $v$ cancels: $g/v = B/s^2$. Therefore
$$Z = \frac{\sqrt{2\pi}}{2s}, \qquad \int_0^\infty v^2\frac{g}{v}\,dv = \frac{s\sqrt{2\pi}}{2}, \qquad \frac{g}{vZ} = \frac{B}{s^2}\cdot\frac{2s}{\sqrt{2\pi}} = h,$$
and the ratio of the second quantity to the first is $s^2$.

Finally, let $f \ge c > 0$ on $(0,b)$. Then $f/v \ge c/v$, and $\int_\varepsilon^b (c/v)\,dv = c\ln(b/\varepsilon)$ grows without bound as $\varepsilon \to 0^+$. Since $B$ decreases on $v > 0$, the law $h$ is of this kind with $c = h(b)$.

As an instance take $s = 2$, so $B = e^{-v^2/8}$ and $g = (v/4)B$. The mean of $v^2$ is $8$ for $g$ and $4$ for the normalised residence density, and $Z = \sqrt{2\pi}/4 \approx 0.627$. For $r = e^{-2}$ the threshold is $2\sqrt{4} = 4$, and $B(4) = e^{-16/8} = e^{-2}$. For the half-Maxwellian, $h(1) = e^{-1/8}/\sqrt{2\pi} \approx 0.352$, so $\int_\varepsilon^1 (h/v)\,dv \ge h(1)\ln(1/\varepsilon)$, a lower bound that grows by about $0.81$ each time $\varepsilon$ is divided by ten. In the limiting case $r = 1$ the threshold is $0$ and the tail formula reduces to the normalisation of $g$.

## What the formal version assumes

The functions $B$, $g$, $h$ are `boltz s`, `flux s`, `halfMaxwell s`, and `residence f` is $v \mapsto f(v)/v$. Both `s` and `v` are real numbers in one velocity unit, and the main theorem has the single hypothesis `0 < s`. The endpoint $1$ in item 4 depends on that unit, whereas the version for every $b > 0$ does not. The sets `Ioi a` and `Ioo 0 b` are the open intervals $(a,\infty)$ and $(0,b)$, integrals are Lebesgue integrals, and `IntegrableOn` means measurable up to a null set with finite integral of the absolute value.

Mathlib assigns the value $0$ to the integral of a non-integrable function; the values $1$, $2s^2$, $r$, $Z$ and $s^2$ are all nonzero, so each such equation forces its integrands to be integrable, also where `IntegrableOn` is not stated, as for $h$.

The Maxwell–Boltzmann weight is assumed, which leaves out Fermi–Dirac statistics and non-parabolic bands. Transverse velocity, scattering, fields and the rate $\Gamma$ are absent. No random variable enters: the transit-time argument for $f/v$, and the inverse-transform step by which a uniform $r$ on $(0,1]$ makes $s\sqrt{-2\ln r}$ a sample of $g$, are physical reading laid over identities between integrals, and Lean checks neither.

## The file

```lean
import Mathlib

open MeasureTheory Set Filter Topology Real

namespace ContactInjection

noncomputable section

/-- Maxwell-Boltzmann weight `exp(-v²/(2s²))` of the normal velocity `v`, thermal speed `s`. -/
def boltz (s v : ℝ) : ℝ := Real.exp (-v ^ 2 / (2 * s ^ 2))

/-- Flux-weighted injection law `g(v) = (v/s²) exp(-v²/(2s²))`. -/
def flux (s v : ℝ) : ℝ := v / s ^ 2 * boltz s v

/-- Half-Maxwellian injection law `h(v) = 2/(s √(2π)) exp(-v²/(2s²))`. -/
def halfMaxwell (s v : ℝ) : ℝ := 2 / (s * Real.sqrt (2 * π)) * boltz s v

/-- Residence density `f(v)/v` of carriers injected with velocity law `f`. -/
def residence (f : ℝ → ℝ) (v : ℝ) : ℝ := f v / v

/-- The velocity derivative of the Boltzmann weight is `-(v/s²)` times the weight. -/
theorem boltz_hasDerivAt {s : ℝ} (hs : 0 < s) (v : ℝ) :
    HasDerivAt (boltz s) (-(v / s ^ 2) * boltz s v) v := by
  have hs0 := hs.ne'
  have h0 : HasDerivAt (fun v : ℝ => v ^ 2) (2 * v) v := by simpa using hasDerivAt_pow 2 v
  have h : HasDerivAt (fun v : ℝ => -v ^ 2 / (2 * s ^ 2)) (-(v / s ^ 2)) v := by
    refine (h0.fun_neg.div_const (2 * s ^ 2)).congr_deriv ?_
    field_simp
  exact h.exp.congr_deriv (by unfold boltz; ring)

/-- The Boltzmann weight, and `v` and `v²` times it, vanish as `v → ∞`. -/
theorem boltz_tendsto {s : ℝ} (hs : 0 < s) :
    Tendsto (boltz s) atTop (𝓝 0) ∧ Tendsto (fun v => v * boltz s v) atTop (𝓝 0) ∧
      Tendsto (fun v => v ^ 2 * boltz s v) atTop (𝓝 0) := by
  have hs0 := hs.ne'
  have hu : Tendsto (fun v : ℝ => v ^ 2 / (2 * s ^ 2)) atTop atTop :=
    (tendsto_pow_atTop two_ne_zero).atTop_div_const (by positivity)
  have h2 : Tendsto (fun v => v ^ 2 * boltz s v) atTop (𝓝 0) := by
    have h := ((Real.tendsto_pow_mul_exp_neg_atTop_nhds_zero 1).comp hu).const_mul (2 * s ^ 2)
    rw [mul_zero] at h
    refine h.congr fun v => ?_
    have e : 2 * s ^ 2 * (v ^ 2 / (2 * s ^ 2)) = v ^ 2 := by field_simp
    simp only [Function.comp_apply, pow_one, boltz, neg_div]
    rw [← mul_assoc, e]
  refine ⟨(Real.tendsto_exp_neg_atTop_nhds_zero.comp hu).congr fun v => ?_, ?_, h2⟩
  · simp only [Function.comp_apply, boltz, neg_div]
  · -- `v ≤ v²` for `v ≥ 1`
    refine squeeze_zero' ?_ ?_ h2
    · filter_upwards [eventually_ge_atTop (1 : ℝ)] with v hv
      exact mul_nonneg (by linarith) (Real.exp_pos _).le
    · filter_upwards [eventually_ge_atTop (1 : ℝ)] with v hv
      exact mul_le_mul_of_nonneg_right (by nlinarith) (Real.exp_pos _).le

/-- The flux law is integrable above any speed `a ≥ 0`, with tail `exp(-a²/(2s²))`. -/
theorem flux_tail {s a : ℝ} (hs : 0 < s) (ha : 0 ≤ a) :
    IntegrableOn (flux s) (Ioi a) ∧ ∫ v in Ioi a, flux s v = boltz s a := by
  have hd : ∀ x ∈ Ici a, HasDerivAt (fun v => -boltz s v) (flux s x) x := fun x _ =>
    (boltz_hasDerivAt hs x).fun_neg.congr_deriv (by unfold flux; ring)
  have hp : ∀ x ∈ Ioi a, 0 ≤ flux s x := fun x hx => by
    have : 0 < x := lt_of_le_of_lt ha hx
    unfold flux boltz
    positivity
  have hl := (boltz_tendsto hs).1.neg
  refine ⟨integrableOn_Ioi_deriv_of_nonneg' hd hp hl, ?_⟩
  rw [integral_Ioi_of_hasDerivAt_of_nonneg' hd hp hl]
  simp

/-- The second velocity moment of the flux law exists and equals `2s²`. -/
theorem flux_mean_sq {s : ℝ} (hs : 0 < s) :
    IntegrableOn (fun v => v ^ 2 * flux s v) (Ioi 0) ∧
      ∫ v in Ioi 0, v ^ 2 * flux s v = 2 * s ^ 2 := by
  have hs0 := hs.ne'
  -- antiderivative `-(v² + 2s²) B(v)`
  have hd : ∀ x ∈ Ici (0 : ℝ), HasDerivAt (fun v => -((v ^ 2 + 2 * s ^ 2) * boltz s v))
      (x ^ 2 * flux s x) x := fun x _ => by
    have h0 : HasDerivAt (fun v : ℝ => v ^ 2) (2 * x) x := by simpa using hasDerivAt_pow 2 x
    refine ((h0.add_const (2 * s ^ 2)).fun_mul (boltz_hasDerivAt hs x)).fun_neg.congr_deriv ?_
    unfold flux
    field_simp
    ring
  have hp : ∀ x ∈ Ioi (0 : ℝ), 0 ≤ x ^ 2 * flux s x := fun x hx => by
    have : 0 < x := hx
    unfold flux boltz
    positivity
  have hl : Tendsto (fun v => -((v ^ 2 + 2 * s ^ 2) * boltz s v)) atTop
      (𝓝 (-(0 + 2 * s ^ 2 * 0))) :=
    ((boltz_tendsto hs).2.2.add ((boltz_tendsto hs).1.const_mul (2 * s ^ 2))).neg.congr
      fun v => by ring
  refine ⟨integrableOn_Ioi_deriv_of_nonneg' hd hp hl, ?_⟩
  rw [integral_Ioi_of_hasDerivAt_of_nonneg' hd hp hl]
  simp [boltz]

/-- On `v > 0` the Boltzmann weight has mass `s √(2π)/2` and second moment `s²` times that. -/
theorem boltz_moments {s : ℝ} (hs : 0 < s) :
    IntegrableOn (boltz s) (Ioi 0) ∧ IntegrableOn (fun v => v ^ 2 * boltz s v) (Ioi 0) ∧
      ∫ v in Ioi 0, boltz s v = s * Real.sqrt (2 * π) / 2 ∧
      ∫ v in Ioi 0, v ^ 2 * boltz s v = s ^ 2 * (s * Real.sqrt (2 * π) / 2) := by
  have hs0 := hs.ne'
  have hpos : 0 < 1 / (2 * s ^ 2) := by positivity
  have hb : boltz s = fun v => Real.exp (-(1 / (2 * s ^ 2)) * v ^ 2) := by
    funext v; unfold boltz; congr 1; ring
  have hi0 : IntegrableOn (boltz s) (Ioi 0) := by
    rw [hb]; exact (integrable_exp_neg_mul_sq hpos).integrableOn
  have hi2 : IntegrableOn (fun v => v ^ 2 * boltz s v) (Ioi 0) := by
    have h := integrable_rpow_mul_exp_neg_mul_sq hpos (show (-1 : ℝ) < 2 by norm_num)
    simp only [Real.rpow_two] at h
    rw [hb]; exact h.integrableOn
  have hm : ∫ v in Ioi 0, boltz s v = s * Real.sqrt (2 * π) / 2 := by
    have e : π / (1 / (2 * s ^ 2)) = s ^ 2 * (2 * π) := by field_simp
    rw [hb]
    refine (integral_gaussian_Ioi (1 / (2 * s ^ 2))).trans ?_
    rw [e, Real.sqrt_mul (sq_nonneg s), Real.sqrt_sq hs.le]
  refine ⟨hi0, hi2, hm, ?_⟩
  -- integration by parts: `-s² v B` is an antiderivative of `v² B - s² B`
  have hd : ∀ x ∈ Ici (0 : ℝ), HasDerivAt (fun v => -(s ^ 2 * (v * boltz s v)))
      (x ^ 2 * boltz s x - s ^ 2 * boltz s x) x := fun x _ => by
    refine (((hasDerivAt_id' x).fun_mul (boltz_hasDerivAt hs x)).const_mul
      (s ^ 2)).fun_neg.congr_deriv ?_
    field_simp
    ring
  have hi : IntegrableOn (fun x => x ^ 2 * boltz s x - s ^ 2 * boltz s x) (Ioi 0) :=
    Integrable.sub hi2 (Integrable.const_mul hi0 (s ^ 2))
  have h := integral_Ioi_of_hasDerivAt_of_tendsto' hd hi
    ((boltz_tendsto hs).2.1.const_mul (s ^ 2)).neg
  rw [integral_sub hi2 (Integrable.const_mul hi0 (s ^ 2)), integral_const_mul, hm] at h
  linarith

/-- On `v > 0` the residence density `g/v` has finite mass `√(2π)/(2s)`, equals the half-Maxwellian once
normalized, and has normalized mean square velocity `s²`. -/
theorem residence_flux {s : ℝ} (hs : 0 < s) :
    IntegrableOn (residence (flux s)) (Ioi 0) ∧
      ∫ v in Ioi 0, residence (flux s) v = Real.sqrt (2 * π) / (2 * s) ∧
      (∀ v, 0 < v →
        residence (flux s) v / (∫ u in Ioi 0, residence (flux s) u) = halfMaxwell s v) ∧
      IntegrableOn (fun v => v ^ 2 * residence (flux s) v) (Ioi 0) ∧
      (∫ v in Ioi 0, v ^ 2 * residence (flux s) v) / (∫ v in Ioi 0, residence (flux s) v)
        = s ^ 2 := by
  obtain ⟨hi0, hi2, hm0, hm2⟩ := boltz_moments hs
  have hs0 := hs.ne'
  have hq : Real.sqrt (2 * π) ≠ 0 := by positivity
  have h0 : ∀ v, 0 < v → residence (flux s) v = 1 / s ^ 2 * boltz s v := fun v hv => by
    have := hv.ne'
    unfold residence flux
    field_simp
  have h2 : ∀ v, 0 < v → v ^ 2 * residence (flux s) v = 1 / s ^ 2 * (v ^ 2 * boltz s v) :=
    fun v hv => by rw [h0 v hv]; ring
  have hZ : ∫ v in Ioi 0, residence (flux s) v = Real.sqrt (2 * π) / (2 * s) :=
    calc _ = ∫ v in Ioi 0, 1 / s ^ 2 * boltz s v :=
          setIntegral_congr_fun measurableSet_Ioi fun v hv => h0 v hv
      _ = _ := by rw [integral_const_mul, hm0]; field_simp
  have hM : ∫ v in Ioi 0, v ^ 2 * residence (flux s) v = s * Real.sqrt (2 * π) / 2 :=
    calc _ = ∫ v in Ioi 0, 1 / s ^ 2 * (v ^ 2 * boltz s v) :=
          setIntegral_congr_fun measurableSet_Ioi fun v hv => h2 v hv
      _ = _ := by rw [integral_const_mul, hm2]; field_simp
  refine ⟨?_, hZ, fun v hv => ?_, ?_, ?_⟩
  · exact IntegrableOn.congr_fun (Integrable.const_mul hi0 (1 / s ^ 2))
      (fun v hv => (h0 v hv).symm) measurableSet_Ioi
  · rw [hZ, h0 v hv]; unfold halfMaxwell; field_simp
  · exact IntegrableOn.congr_fun (Integrable.const_mul hi2 (1 / s ^ 2))
      (fun v hv => (h2 v hv).symm) measurableSet_Ioi
  · rw [hZ, hM]; field_simp

/-- An injection law bounded below by `c > 0` on the speeds `(0, b)` has a residence density
that is not integrable on `(0, b)`. -/
theorem residence_not_integrable {f : ℝ → ℝ} {b c : ℝ} (hb : 0 < b) (hc : 0 < c)
    (hf : ∀ v ∈ Ioo 0 b, c ≤ f v) : ¬ IntegrableOn (residence f) (Ioo 0 b) := by
  intro h
  -- otherwise `1/v ≤ f(v)/(c v)` would be integrable at zero
  have hinv : IntegrableOn (fun v : ℝ => v⁻¹) (Ioo 0 b) := by
    refine Integrable.mono' (Integrable.const_mul h c⁻¹) measurable_inv.aestronglyMeasurable ?_
    filter_upwards [ae_restrict_mem measurableSet_Ioo] with v hv
    have hv0 : 0 < v := hv.1
    rw [Real.norm_of_nonneg (inv_pos.2 hv0).le]
    calc v⁻¹ = c⁻¹ * (c / v) := by field_simp
      _ ≤ c⁻¹ * (f v / v) :=
        mul_le_mul_of_nonneg_left (div_le_div_of_nonneg_right (hf v hv) hv0.le) (by positivity)
  have hI := (intervalIntegrable_iff_integrableOn_Ioo_of_le hb.le).2 hinv
  rcases intervalIntegrable_inv_iff.1 hI with h' | h'
  · exact hb.ne h'
  · exact h' left_mem_uIcc

/-- The half-Maxwellian is normalized on `v > 0`, while its residence density is not
integrable on `(0, b)` for any `b > 0`. -/
theorem halfMaxwell_residence {s : ℝ} (hs : 0 < s) :
    ∫ v in Ioi 0, halfMaxwell s v = 1 ∧
      ∀ b, 0 < b → ¬ IntegrableOn (residence (halfMaxwell s)) (Ioo 0 b) := by
  have hs0 := hs.ne'
  have hq : Real.sqrt (2 * π) ≠ 0 := by positivity
  refine ⟨?_, fun b hb => residence_not_integrable (c := halfMaxwell s b) hb ?_ fun v hv => ?_⟩
  · unfold halfMaxwell
    rw [integral_const_mul, (boltz_moments hs).2.2.1]; field_simp
  · unfold halfMaxwell boltz; positivity
  · unfold halfMaxwell boltz
    exact mul_le_mul_of_nonneg_left (Real.exp_le_exp.2 (div_le_div_of_nonneg_right
      (by nlinarith [hv.1, hv.2]) (by positivity))) (by positivity)

/-- Contact injection: the flux law is a probability density on `v > 0` with mean `v² = 2s²`
and tail `r` above `s √(-2 ln r)` for `0 < r ≤ 1`; its residence density has positive mass and normalized mean
`v² = s²`, while that of the half-Maxwellian is not integrable on `(0, 1)`. -/
theorem contact_injection {s : ℝ} (hs : 0 < s) :
    (∀ v, 0 < v → 0 ≤ flux s v) ∧ ∫ v in Ioi 0, flux s v = 1 ∧
      ∫ v in Ioi 0, v ^ 2 * flux s v = 2 * s ^ 2 ∧
      (∀ r, 0 < r → r ≤ 1 → ∫ v in Ioi (s * Real.sqrt (-2 * Real.log r)), flux s v = r) ∧
      0 < ∫ v in Ioi 0, residence (flux s) v ∧
      (∫ v in Ioi 0, v ^ 2 * residence (flux s) v) / (∫ v in Ioi 0, residence (flux s) v)
        = s ^ 2 ∧
      ¬ IntegrableOn (residence (halfMaxwell s)) (Ioo 0 1) := by
  have hs0 := hs.ne'
  refine ⟨fun v hv => ?_, ?_, (flux_mean_sq hs).2, fun r hr hr1 => ?_, ?_,
    (residence_flux hs).2.2.2.2, (halfMaxwell_residence hs).2 1 one_pos⟩
  · unfold flux boltz; positivity
  · rw [(flux_tail hs le_rfl).2]; simp [boltz]
  · have hl : 0 ≤ -2 * Real.log r := by linarith [Real.log_nonpos hr.le hr1]
    have e : -(s ^ 2 * (-2 * Real.log r)) / (2 * s ^ 2) = Real.log r := by field_simp
    rw [(flux_tail hs (mul_nonneg hs.le (Real.sqrt_nonneg _))).2]
    unfold boltz
    rw [mul_pow, Real.sq_sqrt hl, e, Real.exp_log hr]
  · rw [(residence_flux hs).2.1]; positivity

end

end ContactInjection
```

```lean
#print axioms ContactInjection.contact_injection
```

```
'ContactInjection.contact_injection' depends on axioms: [propext, Classical.choice, Quot.sound]
```

## Notes on the proof

`boltz_hasDerivAt` is the chain rule: `h` differentiates the exponent and `h.exp` composes it with the exponential. In `boltz_tendsto`, `hu` is $u \to \infty$, `h2` composes it with the decay of $u e^{-u}$, and `squeeze_zero'` bounds $vB$ by $v^2 B$ for $v \ge 1$.

`flux_tail` and `flux_mean_sq` share one pattern. The step `hd` names the antiderivative, `hp` gives the sign of the integrand, and `hl` the limit at infinity. For a nonnegative derivative these three suffice: `integrableOn_Ioi_deriv_of_nonneg'` yields integrability and `integral_Ioi_of_hasDerivAt_of_nonneg'` evaluates the bracket.

In `boltz_moments`, `hb` writes $B$ as $e^{-\beta v^2}$ so that `integral_gaussian_Ioi` applies. The integrand $v^2 B - s^2 B$ changes sign at $v = s$, so integrability is supplied first, from `hi0` and `hi2`, and `integral_Ioi_of_hasDerivAt_of_tendsto'` evaluates the bracket. Then `integral_sub` splits the integral into its two terms.

In `residence_flux`, `h0` is the cancellation $g/v = B/s^2$, which `setIntegral_congr_fun` carries under the integral because it holds throughout `Ioi 0`. The steps `hZ` and `hM` are the mass and the unnormalised second moment.

`residence_not_integrable` replaces the logarithm by a contradiction. If $f/v$ were integrable, the bound $1/v \le c^{-1} f/v$ would make $1/v$ integrable by `Integrable.mono'`. By `intervalIntegrable_inv_iff` this needs either $0 = b$ or $0$ outside $[0,b]$, and both fail. Nothing is required of `f` beyond the lower bound `hf`. `halfMaxwell_residence` takes `c := halfMaxwell s b`, and `nlinarith` supplies $-b^2 \le -v^2$ for $0 < v < b$.

`contact_injection` collects these results. For the tail, `hl` is $-2\ln r \ge 0$, which allows `Real.sq_sqrt` to remove the root; `e` reduces the exponent to $\ln r$, and `Real.exp_log` uses $r > 0$.
